# With Constant Total Charge, the Retarded Scalar Potential of Fixed Sources Has No 1/c Term

Charge flows back and forth between a few small conductors held at fixed positions. An observer at a fixed field point sees each conductor as it was one light travel time ago, so in the Lorenz gauge the scalar potential there is in general not the Coulomb potential of the present charges. A delay r/c suggests a correction of order 1/c, yet for smoothly varying charges with constant total the correction begins no earlier than order 1/c². The missing order is a consequence of charge conservation.

Let source k sit at distance r_k > 0 from the field point and carry charge q_k(t), and let c > 0 be the signal speed. Suppose that the charges are three times continuously differentiable, that their total is constant in time, and that |q_k'''| ≤ M at all times up to t. Then

|Σ q_k(t − r_k/c)/r_k − Σ q_k(t)/r_k − Σ r_k q_k''(t)/(2c²)| ≤ M Σ r_k²/(6c³).

The first two sums are the retarded and the Coulomb potential in Gaussian units. The constant M bounds the third time derivatives of the charges. The estimate is useful when they change slowly over the light travel times r_k/c.

## Three potentials at one field point

The sources are labelled by a finite type `ι`. A family of charges is a function `q : ι → ℝ → ℝ`, and the geometry enters only through the distances `r : ι → ℝ`.

```lean
import Mathlib

open Filter Topology

namespace DarwinRetardation

noncomputable section

variable {ι : Type*} [Fintype ι]
```

In Gaussian units a charge q at distance r has potential q/r. The retarded potential evaluates each charge at its own earlier time:

φ_ret = Σ q_k(t − r_k/c)/r_k.

```lean
/-- The retarded potential at the field point of charges `q k` at distances `r k ≠ 0`,
for signal speed `c ≠ 0`, in Gaussian units. -/
def retardedPotential (q : ι → ℝ → ℝ) (r : ι → ℝ) (c t : ℝ) : ℝ :=
  ∑ k, q k (t - r k / c) / r k
```

The Coulomb potential uses the present charges:

φ_C = Σ q_k(t)/r_k.

```lean
/-- The instantaneous Coulomb potential of charges `q k` at distances `r k ≠ 0`. -/
def coulombPotential (q : ι → ℝ → ℝ) (r : ι → ℝ) (t : ℝ) : ℝ :=
  ∑ k, q k t / r k
```

What is called the Darwin potential here adds the second-order retardation term:

φ_D = φ_C + Σ r_k q_k''(t)/(2c²).

In the code, `iteratedDeriv 2 (q k) t` is q_k''(t).

```lean
/-- The Coulomb potential plus the retardation term of order `1 / c ^ 2`, for twice differentiable
charges, distances `r k ≠ 0` and signal speed `c ≠ 0`. -/
def darwinPotential (q : ι → ℝ → ℝ) (r : ι → ℝ) (c t : ℝ) : ℝ :=
  coulombPotential q r t + ∑ k, r k * iteratedDeriv 2 (q k) t / (2 * c ^ 2)
```

These are scalar potentials of sources at rest, and the retarded one belongs to the Lorenz gauge. In the Coulomb gauge the scalar potential is exactly φ_C. The currents that carry charge between the sources also produce a vector potential, which is not modelled, and the connections are assumed to hold no net charge. The Darwin interaction between moving charges depends on their velocities and is not derived here.

## Expanding one delayed charge

The remainder estimate rests on a comparison of rates. If g(0) = B(0) = 0 and |g'(s)| ≤ B'(s) for all s ≥ 0, then for x ≥ 0

|g(x)| ≤ ∫₀ˣ B'(s) ds = B(x).

The Lean proof obtains this from a mean-value inequality in Mathlib, without writing an integral.

```lean
/-- If differentiable functions `g` and `B` vanish at zero delay and the rate of `g` is bounded in
size by the rate of `B` at all nonnegative delays, then `g` is bounded in size by `B` there. -/
theorem abs_le_of_rate_le {g g' B B' : ℝ → ℝ} (hg : ∀ s, HasDerivAt g (g' s) s)
    (hB : ∀ s, HasDerivAt B (B' s) s) (g0 : g 0 = 0) (B0 : B 0 = 0)
    (h : ∀ s, 0 ≤ s → |g' s| ≤ B' s) {x : ℝ} (hx : 0 ≤ x) : |g x| ≤ B x := by
  have key := image_norm_le_of_norm_deriv_right_le_deriv_boundary
    (f := g) (f' := g') (a := 0) (b := x) (B := B) (B' := B')
    (fun s _ => (hg s).continuousAt.continuousWithinAt)
    (fun s _ => (hg s).hasDerivWithinAt) (by simp [g0, B0]) hB
    (fun s hs => by simpa only [Real.norm_eq_abs] using h s hs.1)
  simpa only [Real.norm_eq_abs] using key ⟨hx, le_rfl⟩
```

For one charge q and a delay x ≥ 0, define

g₂(x) = q''(t − x) − q''(t),
g₁(x) = q'(t − x) − q'(t) + x q''(t),
g₀(x) = q(t − x) − q(t) + x q'(t) − (x²/2) q''(t).

All three vanish at x = 0, and their derivatives are

g₂'(x) = −q'''(t − x), g₁' = −g₂, g₀' = −g₁.

Applying the comparison three times gives

|g₂(x)| ≤ Mx, |g₁(x)| ≤ Mx²/2, |g₀(x)| ≤ Mx³/6.

In the proof, `h0`, `h1` and `h2` are the chain rule for the delayed functions. The bounds on g₂ and g₁ are `s1` and `s2`, and the last application gives the result.

```lean
/-- A three times continuously differentiable charge, with third derivative at most `M` in size
up to time `t`, agrees at the earlier time `t - x` with its second-order expansion about `t`
up to `M * x ^ 3 / 6`. -/
theorem delayed_charge_expansion {q : ℝ → ℝ} (hq : ContDiff ℝ 3 q) {M t : ℝ}
    (hM : ∀ s ≤ t, |iteratedDeriv 3 q s| ≤ M) {x : ℝ} (hx : 0 ≤ x) :
    |q (t - x) - q t + x * deriv q t - x ^ 2 / 2 * iteratedDeriv 2 q t|
      ≤ M * x ^ 3 / 6 := by
  have hd : ∀ m : ℕ, m < 3 → ∀ s,
      HasDerivAt (iteratedDeriv m q) (iteratedDeriv (m + 1) q s) s := by
    intro m hm s
    rw [iteratedDeriv_succ]
    exact (hq.differentiable_iteratedDeriv m (by exact_mod_cast hm) s).hasDerivAt
  have h2 : ∀ s, HasDerivAt (fun u => iteratedDeriv 2 q (t - u))
      (-(iteratedDeriv 3 q (t - s))) s :=
    fun s => (hd 2 (by norm_num) (t - s)).comp_const_sub t s
  have h1 : ∀ s, HasDerivAt (fun u => iteratedDeriv 1 q (t - u))
      (-(iteratedDeriv 2 q (t - s))) s :=
    fun s => (hd 1 (by norm_num) (t - s)).comp_const_sub t s
  have h0 : ∀ s, HasDerivAt (fun u => q (t - u)) (-(iteratedDeriv 1 q (t - s))) s := by
    intro s
    have h := hd 0 (by norm_num) (t - s)
    rw [iteratedDeriv_zero] at h
    exact h.comp_const_sub t s
  have sq : ∀ s : ℝ, HasDerivAt (fun u : ℝ => u ^ 2) (2 * s) s :=
    fun s => by simpa using hasDerivAt_pow 2 s
  have cube : ∀ s : ℝ, HasDerivAt (fun u : ℝ => u ^ 3) (3 * s ^ 2) s :=
    fun s => by simpa using hasDerivAt_pow 3 s
  -- integrate the bound on the third derivative once
  have s1 : ∀ s, 0 ≤ s → |iteratedDeriv 2 q (t - s) - iteratedDeriv 2 q t| ≤ M * s :=
    fun s hs => abs_le_of_rate_le
      (g := fun u => iteratedDeriv 2 q (t - u) - iteratedDeriv 2 q t)
      (g' := fun u => -(iteratedDeriv 3 q (t - u)))
      (B := fun u => M * u) (B' := fun _ => M)
      (fun u => (h2 u).sub_const _)
      (fun u => ((hasDerivAt_id' u).const_mul M).congr_deriv (by ring))
      (by simp) (by simp)
      (fun u hu => by simpa only [abs_neg] using hM (t - u) (by linarith)) hs
  -- twice
  have s2 : ∀ s, 0 ≤ s → |iteratedDeriv 1 q (t - s) - iteratedDeriv 1 q t
      + s * iteratedDeriv 2 q t| ≤ M * s ^ 2 / 2 :=
    fun s hs => abs_le_of_rate_le
      (g := fun u => iteratedDeriv 1 q (t - u) - iteratedDeriv 1 q t + u * iteratedDeriv 2 q t)
      (g' := fun u => -(iteratedDeriv 2 q (t - u) - iteratedDeriv 2 q t))
      (B := fun u => M * u ^ 2 / 2) (B' := fun u => M * u)
      (fun u => (((h1 u).sub_const _).fun_add
        ((hasDerivAt_id' u).mul_const _)).congr_deriv (by ring))
      (fun u => (((sq u).const_mul M).div_const 2).congr_deriv (by ring))
      (by simp) (by simp)
      (fun u hu => by simpa only [abs_neg] using s1 u hu) hs
  -- and a third time
  rw [← iteratedDeriv_one]
  exact abs_le_of_rate_le
    (g := fun u => q (t - u) - q t + u * iteratedDeriv 1 q t - u ^ 2 / 2 * iteratedDeriv 2 q t)
    (g' := fun u => -(iteratedDeriv 1 q (t - u) - iteratedDeriv 1 q t
      + u * iteratedDeriv 2 q t))
    (B := fun u => M * u ^ 3 / 6) (B' := fun u => M * u ^ 2 / 2)
    (fun u => ((((h0 u).sub_const _).fun_add ((hasDerivAt_id' u).mul_const _)).fun_sub
      (((sq u).div_const 2).mul_const _)).congr_deriv (by ring))
    (fun u => (((cube u).const_mul M).div_const 6).congr_deriv (by ring))
    (by simp) (by simp)
    (fun u hu => by simpa only [abs_neg] using s2 u hu) hx
```

Now set x = r/c and divide by r:

q(t − r/c)/r = q(t)/r − q'(t)/c + r q''(t)/(2c²) + error, with |error| ≤ M r²/(6c³).

The distance has cancelled from the 1/c term, so every source contributes −q'(t)/c, however far away it is. The identities `e` and `e'` carry out the division on the two sides of the inequality.

```lean
/-- The retarded potential of one three times continuously differentiable charge at distance
`r > 0`, with third derivative at most `M` in size up to time `t`, agrees with its expansion to
second order in `1 / c` up to `M * r ^ 2 / (6 * c ^ 3)`, for `c > 0`. -/
theorem single_source_expansion {q : ℝ → ℝ} (hq : ContDiff ℝ 3 q) {M t r c : ℝ}
    (hM : ∀ s ≤ t, |iteratedDeriv 3 q s| ≤ M) (hr : 0 < r) (hc : 0 < c) :
    |q (t - r / c) / r - (q t / r - deriv q t / c + r * iteratedDeriv 2 q t / (2 * c ^ 2))|
      ≤ M * r ^ 2 / (6 * c ^ 3) := by
  have h := delayed_charge_expansion hq hM (div_pos hr hc).le
  generalize q (t - r / c) = A at h ⊢
  have e : A / r - (q t / r - deriv q t / c + r * iteratedDeriv 2 q t / (2 * c ^ 2))
      = (A - q t + r / c * deriv q t - (r / c) ^ 2 / 2 * iteratedDeriv 2 q t) / r := by
    field_simp
    ring
  have e' : M * r ^ 2 / (6 * c ^ 3) * r = M * (r / c) ^ 3 / 6 := by
    field_simp
  rw [e, abs_div, abs_of_pos hr, div_le_iff₀ hr, e']
  exact h
```

## Conservation removes the first order

The 1/c terms add up to −(1/c) Σ q_k'(t). If Σ q_k(s) = Q at all times s, differentiating gives

Σ q_k'(t) = 0.

Lean differentiates the sum in two ways, term by term and as a constant, and uses the uniqueness of the derivative.

```lean
/-- If the total of differentiable charges is constant in time, their rates of change
sum to zero. -/
theorem sum_charge_rates_eq_zero {q : ι → ℝ → ℝ} {Q : ℝ} (hq : ∀ k, Differentiable ℝ (q k))
    (hQ : ∀ s, ∑ k, q k s = Q) (t : ℝ) : ∑ k, deriv (q k) t = 0 := by
  have h : HasDerivAt (fun s => ∑ k, q k s) (∑ k, deriv (q k) t) t :=
    HasDerivAt.fun_sum fun k _ => (hq k t).hasDerivAt
  have e : (fun s => ∑ k, q k s) = fun _ => Q := funext hQ
  rw [e] at h
  exact h.unique (hasDerivAt_const t Q)
```

Summing the one-source expansions therefore leaves

φ_ret − φ_D = Σ error_k,

|φ_ret − φ_D| ≤ Σ M r_k²/(6c³) = M Σ r_k²/(6c³).

Here `hz` is the cancellation, `e` writes the difference as a sum of one-source errors, and the triangle inequality finishes the proof. The hypothesis `hQ` is charge conservation, assumed here and not derived from field equations.

```lean
/-- For three times continuously differentiable charges with constant total, at distances
`r k > 0` and with third derivatives at most `M` in size up to time `t`, the retarded potential
differs from the Darwin potential by at most `M * ∑ r k ^ 2 / (6 * c ^ 3)`, for `c > 0`. -/
theorem retarded_sub_darwin_le {q : ι → ℝ → ℝ} {r : ι → ℝ} {Q M c t : ℝ}
    (hq : ∀ k, ContDiff ℝ 3 (q k)) (hQ : ∀ s, ∑ k, q k s = Q)
    (hM : ∀ k, ∀ s ≤ t, |iteratedDeriv 3 (q k) s| ≤ M) (hr : ∀ k, 0 < r k) (hc : 0 < c) :
    |retardedPotential q r c t - darwinPotential q r c t|
      ≤ M * (∑ k, r k ^ 2) / (6 * c ^ 3) := by
  -- charge conservation removes the term of order 1/c
  have hz : ∑ k, deriv (q k) t / c = 0 := by
    rw [← Finset.sum_div,
      sum_charge_rates_eq_zero (fun k => (hq k).differentiable (by norm_num)) hQ t, zero_div]
  have e : retardedPotential q r c t - darwinPotential q r c t
      = ∑ k, (q k (t - r k / c) / r k - (q k t / r k - deriv (q k) t / c
        + r k * iteratedDeriv 2 (q k) t / (2 * c ^ 2))) := by
    simp only [retardedPotential, darwinPotential, coulombPotential,
      Finset.sum_sub_distrib, Finset.sum_add_distrib, hz]
    ring
  rw [e, Finset.mul_sum, Finset.sum_div]
  exact (Finset.abs_sum_le_sum_abs _ _).trans
    (Finset.sum_le_sum fun k _ => single_source_expansion (hq k) (hM k) (hr k) hc)
```

Without conservation the bound can fail. Take a single source at r = 1 with q(s) = s. Its third derivative is zero, so M = 0 is allowed and the bound would be zero. But φ_ret = t − 1/c and φ_D = t, so the difference is −1/c.

The general coefficient follows by treating x = 1/c as the variable. With F(x) = Σ q_k(t − r_k x)/r_k,

c(φ_ret − φ_C) = (F(x) − F(0))/x → F'(0) = −Σ q_k'(t) as c → ∞.

This needs only differentiability of the charges at time t, and no conservation. The Lean proof differentiates F at zero and composes the difference quotient with c ↦ 1/c.

```lean
/-- For charges differentiable at time `t`, at distances `r k > 0`, the difference between the
retarded and Coulomb potentials, multiplied by `c`, tends to minus the sum of the charge rates
as `c` grows without bound. -/
theorem first_order_coefficient {q : ι → ℝ → ℝ} {r : ι → ℝ} {t : ℝ}
    (hq : ∀ k, DifferentiableAt ℝ (q k) t) (hr : ∀ k, 0 < r k) :
    Tendsto (fun c => c * (retardedPotential q r c t - coulombPotential q r t)) atTop
      (𝓝 (-∑ k, deriv (q k) t)) := by
  -- differentiate with respect to the inverse signal speed
  have hd : HasDerivAt (fun x => ∑ k, q k (t - r k * x) / r k)
      (∑ k, -deriv (q k) t) 0 := by
    refine HasDerivAt.fun_sum fun k _ => ?_
    have h1 : HasDerivAt (fun x => t - r k * x) (-(r k)) 0 :=
      (((hasDerivAt_id' (0 : ℝ)).const_mul (r k)).const_sub t).congr_deriv (by ring)
    have h2 : HasDerivAt (q k) (deriv (q k) t) (t - r k * 0) := by
      rw [mul_zero, sub_zero]
      exact (hq k).hasDerivAt
    have hk := (hr k).ne'
    exact ((h2.comp (0 : ℝ) h1).div_const (r k)).congr_deriv (by field_simp)
  have hi : Tendsto (fun c : ℝ => c⁻¹) atTop (𝓝[≠] 0) :=
    tendsto_nhdsWithin_iff.2 ⟨tendsto_inv_atTop_zero,
      (eventually_gt_atTop 0).mono fun c hc => inv_ne_zero (ne_of_gt hc)⟩
  have h := (hasDerivAt_iff_tendsto_slope_zero.1 hd).comp hi
  rw [Finset.sum_neg_distrib] at h
  refine h.congr fun c => ?_
  simp only [Function.comp_apply, inv_inv, zero_add, mul_zero, sub_zero, smul_eq_mul,
    retardedPotential, coulombPotential, div_eq_mul_inv]
```

## The remaining error can be of order 1/c³

Take q_k(s) = b_k s³ with Σ b_k = 0. Expanding the delayed cube gives

b_k(t − r_k/c)³/r_k = b_k t³/r_k − 3t² b_k/c + 3t b_k r_k/c² − b_k r_k²/c³.

The first and third terms sum to φ_D, because q_k''(t) = 6b_k t. The second sums to zero by conservation. Hence

c³(φ_ret − φ_D) = −Σ b_k r_k².

Whenever the right-hand side is nonzero, the error is exactly of order 1/c³, so no higher power of 1/c can hold in general. In the proof, `hk` is the four-term expansion and `hz` the cancellation.

```lean
/-- For charges `b k * s ^ 3` with `∑ b k = 0`, at distances `r k > 0` and with `c ≠ 0`, the
error of the Darwin potential multiplied by `c ^ 3` is exactly `-∑ b k * r k ^ 2`. -/
theorem cubic_charges_error {b r : ι → ℝ} {c : ℝ} (hb : ∑ k, b k = 0)
    (hr : ∀ k, 0 < r k) (hc : c ≠ 0) (t : ℝ) :
    c ^ 3 * (retardedPotential (fun k s => b k * s ^ 3) r c t
      - darwinPotential (fun k s => b k * s ^ 3) r c t) = -∑ k, b k * r k ^ 2 := by
  have h2 : ∀ a : ℝ, iteratedDeriv 2 (fun s : ℝ => a * s ^ 3) t = 6 * a * t := by
    intro a
    have cube : ∀ s : ℝ, HasDerivAt (fun u : ℝ => u ^ 3) (3 * s ^ 2) s :=
      fun s => by simpa using hasDerivAt_pow 3 s
    have sq : HasDerivAt (fun u : ℝ => u ^ 2) (2 * t) t := by
      simpa using hasDerivAt_pow 2 t
    have d1 : deriv (fun s : ℝ => a * s ^ 3) = fun s => a * (3 * s ^ 2) :=
      funext fun s => ((cube s).const_mul a).deriv
    rw [iteratedDeriv_succ, iteratedDeriv_one, d1, ((sq.const_mul 3).const_mul a).deriv]
    ring
  -- the delayed cube expands into four terms
  have hk : ∀ k, b k * (t - r k / c) ^ 3 / r k = b k * t ^ 3 / r k - 3 * t ^ 2 / c * b k
      + r k * (6 * b k * t) / (2 * c ^ 2) - b k * r k ^ 2 / c ^ 3 := by
    intro k
    have hk := (hr k).ne'
    field_simp
    ring
  have hz : ∑ k, 3 * t ^ 2 / c * b k = 0 := by
    rw [← Finset.mul_sum, hb, mul_zero]
  have hl : ∑ k, b k * r k ^ 2 / c ^ 3 = (∑ k, b k * r k ^ 2) / c ^ 3 :=
    (Finset.sum_div _ _ _).symm
  have e : retardedPotential (fun k s => b k * s ^ 3) r c t
      - darwinPotential (fun k s => b k * s ^ 3) r c t
      = -((∑ k, b k * r k ^ 2) / c ^ 3) := by
    simp only [retardedPotential, darwinPotential, coulombPotential, h2, hk,
      Finset.sum_sub_distrib, Finset.sum_add_distrib, hz, hl]
    ring
  rw [e, mul_neg, mul_div_cancel₀ _ (pow_ne_zero 3 hc)]

end

end DarwinRetardation
```

For a numerical instance, take b₁ = 1, b₂ = −1, r₁ = 1, r₂ = 2, c = 10 and t = 1. Then

φ_ret = 0.9³ − 0.8³/2 = 0.729 − 0.256 = 0.473,
φ_C = 1 − 1/2 = 0.5,
φ_D = 0.5 + (6 − 12)/200 = 0.47.

The error is 0.003, which agrees with −(1 − 4)/1000. With M = 6 the general bound is 6 · 5/6000 = 0.005.

For finitely many classical sources at rest, with smoothly varying charges and constant total charge, retardation therefore changes the Lorenz-gauge scalar potential at order 1/c² at the earliest. The Breit interaction corrects the Coulomb repulsion in relativistic electronic structure at that same order.

```lean
#print axioms DarwinRetardation.retarded_sub_darwin_le
-- 'DarwinRetardation.retarded_sub_darwin_le' depends on axioms: [propext, Classical.choice, Quot.sound]
#print axioms DarwinRetardation.first_order_coefficient
-- 'DarwinRetardation.first_order_coefficient' depends on axioms: [propext, Classical.choice, Quot.sound]
#print axioms DarwinRetardation.cubic_charges_error
-- 'DarwinRetardation.cubic_charges_error' depends on axioms: [propext, Classical.choice, Quot.sound]
```
